# Lorenz number at the neutrality point for a conductivity proportional to |E|: 9/(2 log 2) · Σ 1/n³, which exceeds π²/3

An electronic thermal conductivity can be estimated from a computed electrical conductivity by multiplying it by the temperature and a Lorenz number. In a semiclassical model of non-interacting carriers whose conductivity is proportional to |E|, with the chemical potential at the Dirac point, that number is 9/(2 log 2) · Σ 1/n³ in units of (k_B/e)², about 7.80, where the usual metallic value is π²/3, about 3.29.

In Lean 4 with Mathlib:

```lean
import Mathlib

open MeasureTheory Set Filter Topology

namespace DiracLorenz

noncomputable section

/-- The Fermi function of the energy `x`, measured from the chemical potential in units of the
thermal energy. -/
def fermi (x : ℝ) : ℝ := 1 / (Real.exp x + 1)

/-- The thermal window `1 / (4 cosh² (x/2))`. -/
def window (x : ℝ) : ℝ := 1 / (4 * Real.cosh (x / 2) ^ 2)

/-- The `n`-th transport moment of an energy-dependent conductivity `σ`. -/
def moment (σ : ℝ → ℝ) (n : ℕ) : ℝ := ∫ x, σ x * x ^ n * window x

/-- The Lorenz number at zero electric current, in units of `(k_B / e)²`, for a conductivity
with convergent moments and non-zero zeroth moment. -/
def lorenz (σ : ℝ → ℝ) : ℝ :=
  moment σ 2 / moment σ 0 - (moment σ 1 / moment σ 0) ^ 2

/-- The thermal window written with exponentials. -/
theorem window_eq (x : ℝ) : window x = Real.exp x / (Real.exp x + 1) ^ 2 := by
  have hx : Real.exp x = Real.exp (x / 2) ^ 2 := by
    rw [sq, ← Real.exp_add, add_halves]
  have huv : Real.exp (x / 2) * Real.exp (-(x / 2)) = 1 := by
    rw [← Real.exp_add, add_neg_cancel, Real.exp_zero]
  have h : 4 * Real.cosh (x / 2) ^ 2 * Real.exp x = (Real.exp x + 1) ^ 2 := by
    rw [Real.cosh_eq, hx]
    linear_combination (2 * Real.exp (x / 2) ^ 2
      + Real.exp (x / 2) * Real.exp (-(x / 2)) + 1) * huv
  have hc := Real.cosh_pos (x / 2)
  rw [window, div_eq_div_iff (by positivity) (by positivity)]
  linear_combination -h

/-- The thermal window is minus the energy derivative of the Fermi function. -/
theorem hasDerivAt_fermi (x : ℝ) : HasDerivAt fermi (-window x) x := by
  have hne : Real.exp x + 1 ≠ 0 := by positivity
  have h := (hasDerivAt_const x (1 : ℝ)).fun_div ((Real.hasDerivAt_exp x).add_const 1) hne
  exact h.congr_deriv (by rw [window_eq]; ring)

/-- The first moment of the thermal window over positive energies is `log 2`. -/
theorem half_moment_one : ∫ x in Ioi (0 : ℝ), x * window x = Real.log 2 := by
  -- an explicit antiderivative
  have hd : ∀ x ∈ Ici (0 : ℝ), HasDerivAt
      (fun y => -(y * fermi y) - Real.log (1 + Real.exp (-y))) (x * window x) x := by
    intro x _
    have huv : Real.exp x * Real.exp (-x) = 1 := by
      rw [← Real.exp_add, add_neg_cancel, Real.exp_zero]
    have hf : fermi x = Real.exp (-x) / (1 + Real.exp (-x)) := by
      rw [fermi, div_eq_div_iff (by positivity) (by positivity)]
      linear_combination -huv
    have h1 := ((hasDerivAt_id' x).fun_mul (hasDerivAt_fermi x)).fun_neg
    have h2 : HasDerivAt (fun y => Real.exp (-y)) (Real.exp (-x) * -1) x :=
      (hasDerivAt_neg' x).exp
    have h3 := (h2.const_add 1).log (by positivity)
    exact (h1.fun_sub h3).congr_deriv (by rw [hf]; ring)
  -- it vanishes at infinity
  have l1 : Tendsto (fun y => y * fermi y) atTop (𝓝 0) := by
    refine squeeze_zero' ?_ ?_ (Real.tendsto_pow_mul_exp_neg_atTop_nhds_zero 1)
    · filter_upwards [eventually_ge_atTop 0] with y hy
      unfold fermi
      positivity
    · filter_upwards [eventually_ge_atTop 0] with y hy
      rw [pow_one, Real.exp_neg, ← one_div]
      exact mul_le_mul_of_nonneg_left
        (one_div_le_one_div_of_le (Real.exp_pos y) (by linarith)) hy
  have l2 : Tendsto (fun y => Real.log (1 + Real.exp (-y))) atTop (𝓝 0) := by
    have h := (Real.tendsto_exp_neg_atTop_nhds_zero.const_add 1).log (by norm_num)
    simpa using h
  rw [integral_Ioi_of_hasDerivAt_of_nonneg' hd ?_ (l1.neg.sub l2)]
  · norm_num
  · intro x hx
    have hx' : 0 < x := hx
    unfold window
    positivity

/-- The sum of inverse `k`-th powers converges for `k ≥ 2`. -/
theorem summable_inv {k : ℕ} (hk : 1 < k) : Summable fun n : ℕ => 1 / ((n : ℝ) + 1) ^ k := by
  have hs := (summable_nat_add_iff 1).mpr (Real.summable_one_div_nat_pow.mpr hk)
  simpa only [Nat.cast_add, Nat.cast_one] using hs

/-- For `k ≥ 2` the alternating sum of inverse `k`-th powers is `1 - 2 / 2^k` times the sum
without signs. -/
theorem alternating_sum {k : ℕ} (hk : 1 < k) :
    ∑' n : ℕ, (-1 : ℝ) ^ n * (1 / ((n : ℝ) + 1) ^ k)
      = (1 - 2 / 2 ^ k) * ∑' n : ℕ, 1 / ((n : ℝ) + 1) ^ k := by
  have hs := summable_inv hk
  obtain ⟨a, ha⟩ : ∃ a : ℕ → ℝ, ∀ n, a n = 1 / ((n : ℝ) + 1) ^ k := ⟨_, fun _ => rfl⟩
  simp only [← ha] at hs ⊢
  have hE := (hs.comp_injective (i := fun n : ℕ => 2 * n)
    (fun m n h => by simpa using h)).hasSum
  simp only [Function.comp_def] at hE
  -- every second term is the full series scaled by `1 / 2^k`
  have h2 : ∀ n : ℕ, a (2 * n + 1) = 1 / 2 ^ k * a n := by
    intro n
    rw [ha, ha]
    push_cast
    rw [show (2 * (n : ℝ) + 1 + 1) = 2 * (n + 1) by ring, mul_pow]
    field_simp
  have hO : HasSum (fun n => a (2 * n + 1)) (1 / 2 ^ k * ∑' n, a n) := by
    simp only [h2]
    exact hs.hasSum.mul_left _
  have e : ∀ n : ℕ, (-1 : ℝ) ^ (2 * n) = 1 := fun n => by simp [pow_mul]
  have o : ∀ n : ℕ, (-1 : ℝ) ^ (2 * n + 1) = -1 := fun n => by rw [pow_succ, e, one_mul]
  have hZ := (hE.even_add_odd hO).tsum_eq
  have hb := (HasSum.even_add_odd (f := fun n => (-1 : ℝ) ^ n * a n)
    (by simpa only [e, one_mul] using hE)
    (by simpa only [o, neg_mul, one_mul] using hO.neg)).tsum_eq
  rw [hb]
  linear_combination -hZ

/-- At positive energy the thermal window is an alternating series of Boltzmann factors. -/
theorem window_series {x : ℝ} (hx : 0 < x) :
    HasSum (fun n : ℕ => (-1 : ℝ) ^ n * ((n : ℝ) + 1) * Real.exp (-(((n : ℝ) + 1) * x)))
      (window x) := by
  have hq : ‖-Real.exp (-x)‖ < 1 := by
    rw [norm_neg, Real.norm_of_nonneg (Real.exp_pos _).le]
    exact Real.exp_lt_one_iff.mpr (by linarith)
  have h := ((hasSum_nat_add_iff' (f := fun n : ℕ => (n : ℝ) * (-Real.exp (-x)) ^ n) 1).mpr
    (hasSum_coe_mul_geometric_of_norm_lt_one hq)).neg
  simp only [Finset.sum_range_one, Nat.cast_zero, zero_mul, sub_zero, sub_neg_eq_add] at h
  have ht : ∀ n : ℕ, (-1 : ℝ) ^ n * ((n : ℝ) + 1) * Real.exp (-(((n : ℝ) + 1) * x))
      = -(((n + 1 : ℕ) : ℝ) * (-Real.exp (-x)) ^ (n + 1)) := by
    intro n
    have he : Real.exp (-(((n : ℝ) + 1) * x)) = Real.exp (-x) ^ (n + 1) := by
      rw [← Real.exp_nat_mul]
      congr 1
      push_cast
      ring
    rw [he, neg_pow (Real.exp (-x))]
    push_cast
    ring
  have hv : window x = -(-Real.exp (-x) / (1 + Real.exp (-x)) ^ 2) := by
    have hev : window x = window (-x) := by simp [window, neg_div]
    rw [hev, window_eq, add_comm 1 (Real.exp (-x))]
    ring
  simp only [ht]
  rw [hv]
  exact h

/-- For `k ≥ 2` the `k`-th moment of the thermal window over positive energies is
`k! (1 - 2 / 2^k)` times the sum of inverse `k`-th powers. -/
theorem half_moment {k : ℕ} (hk : 1 < k) :
    ∫ x in Ioi (0 : ℝ), x ^ k * window x
      = k.factorial * ((1 - 2 / 2 ^ k) * ∑' n : ℕ, 1 / ((n : ℝ) + 1) ^ k) := by
  obtain ⟨g, hg⟩ : ∃ g : ℕ → ℝ → ℝ, ∀ n x,
    g n x = x ^ k * Real.exp (-(((n : ℝ) + 1) * x)) := ⟨_, fun _ _ => rfl⟩
  have hI : ∀ n : ℕ, ∫ x in Ioi (0 : ℝ), g n x = k.factorial / ((n : ℝ) + 1) ^ (k + 1) := by
    intro n
    have h := Real.integral_rpow_mul_exp_neg_mul_Ioi (a := (k : ℝ) + 1) (r := (n : ℝ) + 1)
      (by positivity) (by positivity)
    have hp : (1 / ((n : ℝ) + 1)) ^ ((k : ℝ) + 1) = (1 / ((n : ℝ) + 1)) ^ (k + 1) := by
      exact_mod_cast Real.rpow_natCast (1 / ((n : ℝ) + 1)) (k + 1)
    simp only [add_sub_cancel_right, Real.rpow_natCast] at h
    simp only [hg]
    rw [h, hp, Real.Gamma_nat_eq_factorial, one_div, inv_pow]
    ring
  have hJ : ∀ n : ℕ, ((n : ℝ) + 1) * ∫ x in Ioi (0 : ℝ), g n x
      = k.factorial * (1 / ((n : ℝ) + 1) ^ k) := by
    intro n
    have hn : (n : ℝ) + 1 ≠ 0 := by positivity
    rw [hI, pow_succ]
    field_simp
  have hint : ∀ n : ℕ, Integrable (g n) (volume.restrict (Ioi 0)) := by
    intro n
    refine not_imp_comm.1 integral_undef ?_
    rw [hI]
    positivity
  have hN : ∀ n : ℕ, ∫ x in Ioi (0 : ℝ), ‖(-1 : ℝ) ^ n * ((n : ℝ) + 1) * g n x‖
      = k.factorial * (1 / ((n : ℝ) + 1) ^ k) := by
    intro n
    rw [← hJ, ← integral_const_mul]
    refine setIntegral_congr_fun measurableSet_Ioi fun x hx => ?_
    have hx' : 0 < x := hx
    have h1 : (0 : ℝ) ≤ (n : ℝ) + 1 := by positivity
    have h2 : 0 ≤ g n x := by rw [hg]; positivity
    change ‖(-1 : ℝ) ^ n * ((n : ℝ) + 1) * g n x‖ = ((n : ℝ) + 1) * g n x
    rw [norm_mul, norm_mul, norm_pow, norm_neg, norm_one, one_pow, one_mul,
      Real.norm_of_nonneg h1, Real.norm_of_nonneg h2]
  -- integrate the Boltzmann series term by term
  have H := (hasSum_integral_of_summable_integral_norm (μ := volume.restrict (Ioi (0 : ℝ)))
    (F := fun (n : ℕ) x => (-1 : ℝ) ^ n * ((n : ℝ) + 1) * g n x)
    (fun n => (hint n).const_mul _)
    (by simp only [hN]; exact (summable_inv hk).mul_left _)).tsum_eq
  have hw : ∀ x ∈ Ioi (0 : ℝ), x ^ k * window x
      = ∑' n : ℕ, (-1 : ℝ) ^ n * ((n : ℝ) + 1) * g n x := by
    intro x hx
    have h := ((window_series hx).mul_left (x ^ k)).tsum_eq
    rw [← h]
    exact tsum_congr fun n => by rw [hg]; ring
  rw [← alternating_sum hk, ← tsum_mul_left]
  refine (setIntegral_congr_fun measurableSet_Ioi hw).trans
    (H.symm.trans (tsum_congr fun n => ?_))
  rw [integral_const_mul, mul_assoc, hJ]
  ring

/-- Moments of the thermal window in `|x|` are twice those over positive energies. -/
theorem integral_abs (k : ℕ) :
    ∫ x, |x| ^ k * window x = 2 * ∫ x in Ioi (0 : ℝ), x ^ k * window x := by
  have hev : ∀ x, window |x| = window x := by
    intro x
    rcases abs_choice x with hx | hx
    · rw [hx]
    · rw [hx]
      simp [window, neg_div]
  have h := integral_comp_abs (f := fun x => x ^ k * window x)
  simpa only [hev] using h

/-- For a conductivity proportional to `|x|` the integral defining the first transport moment
converges, and the moment vanishes. -/
theorem first_moment (s : ℝ) : Integrable (fun x => s * |x| * x ^ 1 * window x) ∧
    moment (fun x => s * |x|) 1 = 0 := by
  constructor
  · have hc : Continuous window := by
      unfold window
      refine continuous_const.div (by fun_prop) fun x => ?_
      have := Real.cosh_pos (x / 2)
      positivity
    have hw : ∀ x, 0 ≤ window x := fun x => by unfold window; positivity
    -- a non-zero value of the even integral certifies its convergence
    have i2 : Integrable (fun x => |x| ^ 2 * window x) := by
      refine not_imp_comm.1 integral_undef ?_
      have hZ := (summable_inv one_lt_two).tsum_pos (fun n => by positivity) 0 (by norm_num)
      rw [integral_abs, half_moment one_lt_two]
      exact mul_ne_zero two_ne_zero
        (mul_pos (by norm_num [Nat.factorial]) (mul_pos (by norm_num) hZ)).ne'
    refine (i2.const_mul |s|).mono' (by fun_prop) (ae_of_all _ fun x => le_of_eq ?_)
    rw [Real.norm_eq_abs, abs_mul, abs_mul, abs_mul, abs_abs, abs_pow, abs_of_nonneg (hw x)]
    ring
  · have h : (∫ x, s * |(-x)| * (-x) ^ 1 * window (-x)) = ∫ x, s * |x| * x ^ 1 * window x :=
      integral_neg_eq_self (fun x => s * |x| * x ^ 1 * window x) volume
    have h2 : (∫ x, s * |(-x)| * (-x) ^ 1 * window (-x))
        = -∫ x, s * |x| * x ^ 1 * window x := by
      rw [← integral_neg]
      congr 1
      ext x
      have hev : window (-x) = window x := by simp [window, neg_div]
      rw [abs_neg, hev]
      ring
    unfold moment
    linarith

/-- For a conductivity proportional to `|x|`, with non-zero slope, the Lorenz number at the
neutrality point is `9 / (2 log 2)` times the sum of inverse cubes, and it exceeds `π² / 3`. -/
theorem lorenz_dirac {s : ℝ} (hs : s ≠ 0) :
    lorenz (fun x => s * |x|) = 9 / (2 * Real.log 2) * ∑' n : ℕ, 1 / ((n : ℝ) + 1) ^ 3 ∧
      Real.pi ^ 2 / 3 < lorenz (fun x => s * |x|) := by
  have hlog : 0 < Real.log 2 := Real.log_pos one_lt_two
  have m : ∀ n, Even n → moment (fun x => s * |x|) n
      = s * (2 * ∫ x in Ioi (0 : ℝ), x ^ (n + 1) * window x) := by
    intro n hn
    rw [← integral_abs, ← integral_const_mul, moment]
    congr 1
    ext x
    rw [← hn.pow_abs x]
    ring
  have h1 : ∫ x in Ioi (0 : ℝ), x ^ (0 + 1) * window x = Real.log 2 := by
    simpa only [zero_add, pow_one] using half_moment_one
  have hL : lorenz (fun x => s * |x|)
      = 9 / (2 * Real.log 2) * ∑' n : ℕ, 1 / ((n : ℝ) + 1) ^ 3 := by
    rw [lorenz, (first_moment s).2, m 0 (by decide), m 2 (by decide), h1,
      half_moment (by norm_num : 1 < 2 + 1), zero_div, zero_pow two_ne_zero, sub_zero,
      mul_div_mul_left _ _ hs,
      show ((Nat.factorial (2 + 1) : ℕ) : ℝ) = 6 by norm_num [Nat.factorial]]
    ring
  refine ⟨hL, ?_⟩
  rw [hL]
  -- the first term of the series already suffices
  have hZ : 1 ≤ ∑' n : ℕ, 1 / ((n : ℝ) + 1) ^ 3 := by
    have h := (summable_inv (by norm_num : 1 < 3)).le_tsum 0 (fun n _ => by positivity)
    norm_num at h ⊢
    exact h
  have h6 : 6 < 9 / (2 * Real.log 2) := by
    rw [lt_div_iff₀ (by positivity)]
    linarith [Real.log_two_lt_d9]
  have hpi : Real.pi ^ 2 / 3 < 6 := by
    nlinarith [Real.pi_pos, Real.pi_le_four]
  nlinarith

end

end DiracLorenz
```

```lean
#print axioms DiracLorenz.lorenz_dirac
```

```
'DiracLorenz.lorenz_dirac' depends on axioms: [propext, Classical.choice, Quot.sound]
```

## Thermal window, transport moments and open circuit

Energies are measured from the Dirac point, which is also the chemical potential, in units of k_B T, so x = E/(k_B T). The Fermi function is f(x) = 1/(eˣ + 1), `fermi` in the code. The function `window` is

w(x) = 1/(4 cosh²(x/2)) = eˣ/(eˣ + 1)² = −f′(x).

The middle equality follows from 4 cosh²(x/2) = eˣ + 2 + e⁻ˣ = (eˣ + 1)²/eˣ and is proved in `window_eq`; the last one is `hasDerivAt_fermi`.

For an energy-dependent conductivity σ(x), `moment σ n` is

K_n = ∫ σ(x) xⁿ w(x) dx, over the whole real line.

K₀ is the electrical conductivity, K₁ governs the thermopower, and K₂ is, up to units, the thermal conductivity when no electric field is present. Under open-circuit conditions a non-zero K₁ makes a thermoelectric field build up, which reduces the heat current. The subtracted term in `lorenz σ` accounts for this:

L = K₂/K₀ − (K₁/K₀)².

The main theorem, `lorenz_dirac`, takes σ(x) = s|x| with a real slope s ≠ 0. It states that L = 9/(2 log 2) · Σ 1/(n+1)³, with n running from 0, and that π²/3 < L. The slope stands for everything that sets the size of the conductivity, and it cancels. For s = 0 nothing conducts and the ratio has no meaning.

The linear law is an assumption. It is what Boltzmann transport gives for a two-dimensional Dirac cone, where the density of states grows as |E|, if the velocity and the relaxation time do not depend on energy. Other scattering laws, a shifted chemical potential, charge puddles, electron–electron collisions and heat carried by phonons all lie beyond the model. The number π²/3 enters the theorem only as a bound; that it is the Lorenz number of an energy-independent conductivity is standard background, not derived here.

## The first moment vanishes and the zeroth gives log 2

Since w is even, s|x| · x · w(x) is odd, so K₁ = 0. In `first_moment` this is the substitution x → −x, which shows that the integral equals its own negative. The same theorem proves that the integral converges, because the absolute value of the integrand is |s| x² w(x). Mathlib gives a divergent integral the value 0, so a vanishing K₁ needs this separate check, whereas the non-zero values of K₀ and K₂ certify their own convergence.

For even n the integrand of K_n is even. With `integral_abs`, which folds the real line onto the positive half,

K₀ = 2s ∫₀^∞ x w(x) dx and K₂ = 2s ∫₀^∞ x³ w(x) dx.

The first integral has the antiderivative

A(x) = −x f(x) − log(1 + e⁻ˣ).

Its derivative is −f(x) + x w(x) + e⁻ˣ/(1 + e⁻ˣ), and the last term equals f(x), which leaves x w(x). At infinity A tends to 0, and A(0) = −log 2. The integral is therefore log 2, and K₀ = 2s log 2. The lemma `half_moment_one` follows the same route: `hd` is the derivative, and `l1` and `l2` are the two limits.

## The second moment from a series of Boltzmann factors

For x > 0, differentiating the geometric series in −e⁻ˣ gives

w(x) = Σ (−1)ⁿ (n+1) e^(−(n+1)x), n = 0, 1, 2, …

This is `window_series`. Each term is integrated against xᵏ with the Gamma integral:

∫₀^∞ xᵏ e^(−(n+1)x) dx = k!/(n+1)^(k+1).

The factor n+1 removes one power, so

∫₀^∞ xᵏ w(x) dx = k! Σ (−1)ⁿ/(n+1)ᵏ.

Exchanging sum and integral is justified for k ≥ 2, because the integrals of the absolute values add up to k! Σ 1/(n+1)ᵏ, which is finite by `summable_inv`. For k = 1 that sum diverges, which is why log 2 was obtained from an antiderivative. In `half_moment`, `hI` is the Gamma integral, `hN` evaluates the integrals of the absolute values, and `H` makes the exchange.

The signs are removed in `alternating_sum`. Write Z_k = Σ 1/(n+1)ᵏ. The terms with odd n have an even denominator base n+1 and sum to Z_k/2ᵏ. They enter the alternating sum with a minus sign, so they must be subtracted twice from Z_k:

Σ (−1)ⁿ/(n+1)ᵏ = (1 − 2/2ᵏ) Z_k.

For k = 3 the half-line integral is 6 · (3/4) · Z₃ = (9/2) Z₃, hence K₂ = 9s Z₃. Dividing by K₀,

L = K₂/K₀ = 9 Z₃/(2 log 2).

In `lorenz_dirac`, `m` reduces the even moments to half-line integrals, and `hL` inserts their values and cancels s.

## Why the value lies above π²/3

Rough bounds are enough. The first term of the series gives Z₃ ≥ 1 (`hZ`). Since log 2 < 3/4, the prefactor 9/(2 log 2) is greater than 6 (`h6`), so L > 6. On the other side, π ≤ 4 gives π²/3 ≤ 16/3 < 6 (`hpi`). The closing `nlinarith` combines the three.

Physically, a conductivity that vanishes at x = 0 and grows with |x| gives more weight to carriers far from the chemical potential. These carry more heat per unit of charge. The contributions of electrons and holes to K₁ are equal in size and opposite in sign, so there is no thermopower to offset the gain.
